# The Böttcher–Wenzel commutator bound when one factor is Hermitian

Let A and B be complex d×d matrices, written in an orthonormal basis. A dagger denotes the conjugate transpose, [A, B] = AB − BA is the commutator, and ‖M‖ is the Frobenius norm, also called the Hilbert–Schmidt norm:

‖M‖² = tr(M†M) = Σᵢ Σⱼ |Mᵢⱼ|²

The matrix A is Hermitian, with real eigenvalues λᵢ repeated according to multiplicity. The matrix B is arbitrary.

## Three upper bounds on ‖[A, B]‖²

The main bound needs only the entries of the two matrices:

‖[A, B]‖² ≤ 2 tr(A²) tr(B†B)

For two arbitrary complex matrices, the Böttcher–Wenzel inequality has the same constant, with tr(A†A) in place of tr(A²). The argument here diagonalises A with a unitary matrix and real eigenvalues, so it treats the Hermitian case.

Two companion bounds are often tighter. If (λᵢ − λⱼ)² ≤ g for all i and j, then

‖[A, B]‖² ≤ g ‖B‖²

Removing the mean eigenvalue from A gives

d ‖[A, B]‖² ≤ 2 (d tr(A²) − (tr A)²) ‖B‖²

## Density-matrix propagation and self-consistent-field residuals

For a density matrix ρ that obeys dρ/dt = −i[H, ρ] in a finite orthonormal basis, with ħ = 1, the gap bound limits the rate of change ‖dρ/dt‖ to (Emax − Emin)‖ρ‖, where Emax and Emin are the extreme eigenvalues of H. A propagation code can test its computed right-hand side against this limit. If the extreme eigenvalues are not available, the trace bounds serve the same purpose.

A self-consistent-field code in an orthonormal basis can monitor the residual [F, P], with F the Fock matrix and P the density matrix. If P is a projector, its eigenvalues are 0 and 1, so g = 1 and ‖[F, P]‖ ≤ ‖F‖. When P is meant to be a projector, a computed residual that exceeds this limit by more than rounding error points to a fault, such as a loss of idempotency or a basis that is not orthonormal. A residual within the limit does not show that the calculation is correct: the exact residual vanishes at self-consistency, so near convergence a faulty value can still lie far below ‖F‖. A closed-shell density matrix that counts both spins is twice a projector, so its limit is 2‖F‖.

## From the eigenbasis of A to the bounds

**Change of basis.** Let U be unitary. Since UU† = 1 and the trace is cyclic,

‖U†MU‖² = tr(U†M†UU†MU) = tr(U†M†MU) = tr(M†M) = ‖M‖²

**The commutator in the eigenbasis.** Write A = UΛU† with Λ = diag(λᵢ), and set B′ = U†BU. Then U†A = ΛU† and AU = UΛ, which gives

U†[A, B]U = ΛB′ − B′Λ

The (i, j) entry of the right-hand side is (λᵢ − λⱼ)B′ᵢⱼ. Taking the norm, which the change of basis preserves, yields

‖[A, B]‖² = Σᵢ Σⱼ (λᵢ − λⱼ)² |B′ᵢⱼ|²

**The gap bound.** Replace each factor (λᵢ − λⱼ)² by its upper bound g. The remaining sum is ‖B′‖² = ‖B‖².

**The main bound.** It remains to show that g = 2 tr(A²) is a valid choice. From A² = UΛ²U† it follows that tr(A²) = Σₖ λₖ². For i = j the gap is zero and there is nothing to prove. For i ≠ j,

(λᵢ − λⱼ)² = 2λᵢ² + 2λⱼ² − (λᵢ + λⱼ)² ≤ 2(λᵢ² + λⱼ²) ≤ 2 Σₖ λₖ² = 2 tr(A²)

The last inequality uses the fact that λᵢ² and λⱼ² are two separate terms of the sum.

**The shifted bound.** For d ≥ 1 let c = tr(A)/d. The matrix A − c1 is Hermitian and has the same commutator with B as A does. Its squared Frobenius norm is

tr((A − c1)²) = tr(A²) − 2c tr(A) + c²d = tr(A²) − (tr A)²/d

Inserting this in the main bound and multiplying by d gives the result.

**Equality.** Suppose that B ≠ 0 and ‖[A, B]‖² = 2 tr(A²)‖B‖². The shifted bound then reads

2d tr(A²)‖B‖² ≤ 2(d tr(A²) − (tr A)²)‖B‖²

Hence (tr A)²‖B‖² ≤ 0, and tr A = 0. The Pauli matrices σx and σz attain equality: their commutator has rows (0, −2) and (2, 0), with squared norm 8, while 2 tr(σx²) tr(σz²) = 2 · 2 · 2 = 8. No constant below 2 can therefore work for all sizes.

## A 2×2 instance with nonzero trace

Take A with rows (2, 1) and (1, 2), and B with rows (0, 1) and (0, 0). Then

AB has rows (0, 2) and (0, 1)

BA has rows (1, 2) and (0, 0)

[A, B] has rows (−1, 0) and (0, 1)

so ‖[A, B]‖² = 2. The eigenvalues of A are 3 and 1, which gives tr(A²) = 10 and tr A = 4, and ‖B‖² = 1. The main bound gives 2 ≤ 20. The gap bound with g = 4 gives 2 ≤ 4. The shifted bound gives 2 · 2 ≤ 2(2 · 10 − 16) = 8, which is again 2 ≤ 4. The nonzero trace of A accounts for the difference between 20 and 4.

In the eigenbasis (1, 1)/√2, (1, −1)/√2, both off-diagonal entries of B′ have squared modulus 1/4. The weighted sum is 4 · 1/4 + 4 · 1/4 = 2, as it should be.

## The Lean file

```lean
import Mathlib

open Matrix

namespace HermitianCommutatorBound

noncomputable section

variable {n : Type*} [Fintype n] [DecidableEq n]

/-- The squared Frobenius (Hilbert-Schmidt) norm `tr(M† M)` of a complex matrix. -/
def hsNormSq {m : Type*} [Fintype m] (M : Matrix m m ℂ) : ℝ := (Mᴴ * M).trace.re

/-- The squared Frobenius norm is the sum of the squared moduli of all matrix elements. -/
theorem hsNormSq_eq_sum {m : Type*} [Fintype m] (M : Matrix m m ℂ) :
    hsNormSq M = ∑ i, ∑ j, ‖M i j‖ ^ 2 := by
  unfold hsNormSq
  rw [Finset.sum_comm]
  simp only [Matrix.trace, Matrix.diag_apply, Matrix.mul_apply, Matrix.conjTranspose_apply,
    Complex.re_sum]
  refine Finset.sum_congr rfl fun i _ => Finset.sum_congr rfl fun j _ => ?_
  rw [Complex.sq_norm, Complex.normSq_apply]
  simp [Complex.mul_re]

/-- The squared Frobenius norm does not change under a unitary change of basis. -/
theorem hsNormSq_unitary_conj {U : Matrix n n ℂ} (hU : Uᴴ * U = 1) (M : Matrix n n ℂ) :
    hsNormSq (Uᴴ * M * U) = hsNormSq M := by
  have hU' : U * Uᴴ = 1 := mul_eq_one_comm.mp hU
  have h : (Uᴴ * M * U)ᴴ * (Uᴴ * M * U) = Uᴴ * (Mᴴ * M * U) := by
    calc (Uᴴ * M * U)ᴴ * (Uᴴ * M * U) = Uᴴ * Mᴴ * (U * Uᴴ) * M * U := by
          simp only [Matrix.conjTranspose_mul, Matrix.conjTranspose_conjTranspose,
            Matrix.mul_assoc]
      _ = Uᴴ * (Mᴴ * M * U) := by
          rw [hU', Matrix.mul_one]
          simp only [Matrix.mul_assoc]
  unfold hsNormSq
  rw [h, Matrix.trace_mul_comm, Matrix.mul_assoc, hU', Matrix.mul_one]

/-- A Hermitian matrix is diagonal, with its eigenvalues as entries, in its eigenbasis. -/
theorem eigen_decomposition {A : Matrix n n ℂ} (hA : A.IsHermitian) :
    A = (hA.eigenvectorUnitary : Matrix n n ℂ) *
      diagonal (fun i => (hA.eigenvalues i : ℂ)) *
      (hA.eigenvectorUnitary : Matrix n n ℂ)ᴴ := by
  have h := hA.spectral_theorem
  rw [Unitary.conjStarAlgAut_apply] at h
  exact h

/-- If `A` is diagonal with real entries `a i` in the basis given by the unitary `U`, the squared
norm of `[A, B]` weights each squared matrix element of `B` in that basis by `(a i - a j)²`. -/
theorem hsNormSq_commutator_eq {A U : Matrix n n ℂ} {a : n → ℝ} (hU : Uᴴ * U = 1)
    (h : A = U * diagonal (fun i => (a i : ℂ)) * Uᴴ) (B : Matrix n n ℂ) :
    hsNormSq (A * B - B * A) = ∑ i, ∑ j, (a i - a j) ^ 2 * ‖(Uᴴ * B * U) i j‖ ^ 2 := by
  have hL : Uᴴ * A = diagonal (fun i => (a i : ℂ)) * Uᴴ := by
    rw [h, ← Matrix.mul_assoc, ← Matrix.mul_assoc, hU, Matrix.one_mul]
  have hR : A * U = U * diagonal (fun i => (a i : ℂ)) := by
    rw [h, Matrix.mul_assoc, hU, Matrix.mul_one]
  -- pass to the eigenbasis of `A`
  have hC : Uᴴ * (A * B - B * A) * U = diagonal (fun i => (a i : ℂ)) * (Uᴴ * B * U)
      - (Uᴴ * B * U) * diagonal (fun i => (a i : ℂ)) := by
    calc Uᴴ * (A * B - B * A) * U = (Uᴴ * A) * B * U - Uᴴ * B * (A * U) := by
          simp only [Matrix.mul_sub, Matrix.sub_mul, Matrix.mul_assoc]
      _ = _ := by
          rw [hL, hR]
          simp only [Matrix.mul_assoc]
  rw [← hsNormSq_unitary_conj hU (A * B - B * A), hC, hsNormSq_eq_sum]
  refine Finset.sum_congr rfl fun i _ => Finset.sum_congr rfl fun j _ => ?_
  rw [Matrix.sub_apply, Matrix.diagonal_mul, Matrix.mul_diagonal]
  have e : (a i : ℂ) * (Uᴴ * B * U) i j - (Uᴴ * B * U) i j * (a j : ℂ)
      = ((a i - a j : ℝ) : ℂ) * (Uᴴ * B * U) i j := by
    push_cast
    ring
  rw [e, norm_mul, mul_pow, Complex.norm_real, Real.norm_eq_abs, sq_abs]

/-- If all squared differences of eigenvalues of a Hermitian `A` are at most `g`, then the squared
norm of `[A, B]` is at most `g` times that of `B`. -/
theorem commutator_le_of_gap {A : Matrix n n ℂ} (hA : A.IsHermitian) (B : Matrix n n ℂ) {g : ℝ}
    (hg : ∀ i j, (hA.eigenvalues i - hA.eigenvalues j) ^ 2 ≤ g) :
    hsNormSq (A * B - B * A) ≤ g * hsNormSq B := by
  have hU : (hA.eigenvectorUnitary : Matrix n n ℂ)ᴴ * (hA.eigenvectorUnitary : Matrix n n ℂ) = 1 :=
    Matrix.mem_unitaryGroup_iff'.mp hA.eigenvectorUnitary.2
  rw [hsNormSq_commutator_eq hU (eigen_decomposition hA) B, ← hsNormSq_unitary_conj hU B,
    hsNormSq_eq_sum, Finset.mul_sum]
  refine Finset.sum_le_sum fun i _ => ?_
  rw [Finset.mul_sum]
  exact Finset.sum_le_sum fun j _ => mul_le_mul_of_nonneg_right (hg i j) (sq_nonneg _)

/-- For a Hermitian matrix, `tr(A²)` is the sum of the squared eigenvalues. -/
theorem trace_sq_eq_sum {A : Matrix n n ℂ} (hA : A.IsHermitian) :
    (A * A).trace.re = ∑ i, hA.eigenvalues i ^ 2 := by
  have hU : (hA.eigenvectorUnitary : Matrix n n ℂ)ᴴ * (hA.eigenvectorUnitary : Matrix n n ℂ) = 1 :=
    Matrix.mem_unitaryGroup_iff'.mp hA.eigenvectorUnitary.2
  have key : ∀ (U D : Matrix n n ℂ), Uᴴ * U = 1 → A = U * D * Uᴴ →
      (A * A).trace = (D * D).trace := by
    intro U D h1 h2
    have h3 : A * A = U * (D * D * Uᴴ) := by
      calc A * A = U * D * (Uᴴ * U) * D * Uᴴ := by
            rw [h2]
            simp only [Matrix.mul_assoc]
        _ = U * (D * D * Uᴴ) := by
            rw [h1, Matrix.mul_one]
            simp only [Matrix.mul_assoc]
    rw [h3, Matrix.trace_mul_comm, Matrix.mul_assoc, h1, Matrix.mul_one]
  rw [key _ _ hU (eigen_decomposition hA), Matrix.diagonal_mul_diagonal, Matrix.trace_diagonal,
    Complex.re_sum]
  refine Finset.sum_congr rfl fun i _ => ?_
  rw [← Complex.ofReal_mul, Complex.ofReal_re, sq]

/-- **Böttcher-Wenzel bound with one Hermitian factor**: for Hermitian `A` and any complex `B`,
the squared Frobenius norm of `[A, B]` is at most `2 tr(A²) tr(B† B)`. -/
theorem boettcher_wenzel_hermitian {A : Matrix n n ℂ} (hA : A.IsHermitian) (B : Matrix n n ℂ) :
    hsNormSq (A * B - B * A) ≤ 2 * (A * A).trace.re * (Bᴴ * B).trace.re := by
  refine commutator_le_of_gap hA B fun i j => ?_
  rw [trace_sq_eq_sum hA]
  by_cases hij : i = j
  · subst hij
    have : 0 ≤ ∑ k, hA.eigenvalues k ^ 2 := Finset.sum_nonneg fun k _ => sq_nonneg _
    nlinarith
  · -- eigenvalues with distinct indices are separate terms of `tr(A²)`, even if they are equal
    have h : ∑ k ∈ {i, j}, hA.eigenvalues k ^ 2 ≤ ∑ k, hA.eigenvalues k ^ 2 :=
      Finset.sum_le_sum_of_subset_of_nonneg (Finset.subset_univ _) fun k _ _ => sq_nonneg _
    rw [Finset.sum_pair hij] at h
    nlinarith [sq_nonneg (hA.eigenvalues i + hA.eigenvalues j)]

/-- Trace-shifted bound in dimension `d`: `d ‖[A, B]‖² ≤ 2 (d tr(A²) - (tr A)²) tr(B† B)` for
Hermitian `A` and any complex `B`. -/
theorem commutator_le_variance {A : Matrix n n ℂ} (hA : A.IsHermitian) (B : Matrix n n ℂ) :
    (Fintype.card n : ℝ) * hsNormSq (A * B - B * A) ≤
      2 * (Fintype.card n * (A * A).trace.re - A.trace.re ^ 2) * hsNormSq B := by
  rcases isEmpty_or_nonempty n with hn | hn
  · simp [hsNormSq, Matrix.trace]
  have hd : (0 : ℝ) < Fintype.card n := by exact_mod_cast Fintype.card_pos
  -- subtract the mean eigenvalue `c` from `A`
  obtain ⟨c, hc⟩ : ∃ c : ℝ, c * Fintype.card n = A.trace.re :=
    ⟨A.trace.re / Fintype.card n, div_mul_cancel₀ _ hd.ne'⟩
  have hS : (A - (c : ℂ) • (1 : Matrix n n ℂ)).IsHermitian := by
    refine hA.sub ?_
    simp [Matrix.IsHermitian, Matrix.conjTranspose_smul]
  have hcomm : (A - (c : ℂ) • (1 : Matrix n n ℂ)) * B - B * (A - (c : ℂ) • (1 : Matrix n n ℂ))
      = A * B - B * A := by
    simp only [sub_mul, mul_sub, smul_mul_assoc, mul_smul_comm, one_mul, mul_one]
    abel
  have hsq : (A - (c : ℂ) • (1 : Matrix n n ℂ)) * (A - (c : ℂ) • (1 : Matrix n n ℂ))
      = A * A - ((2 * c : ℝ) : ℂ) • A + ((c * c : ℝ) : ℂ) • (1 : Matrix n n ℂ) := by
    simp only [sub_mul, mul_sub, smul_mul_assoc, mul_smul_comm, one_mul, mul_one]
    push_cast
    module
  have htr : ((A - (c : ℂ) • (1 : Matrix n n ℂ)) * (A - (c : ℂ) • (1 : Matrix n n ℂ))).trace.re
      = (A * A).trace.re - 2 * c * A.trace.re + c * c * Fintype.card n := by
    rw [hsq, Matrix.trace_add, Matrix.trace_sub, Matrix.trace_smul, Matrix.trace_smul,
      Matrix.trace_one, smul_eq_mul, smul_eq_mul, Complex.add_re, Complex.sub_re,
      Complex.re_ofReal_mul, Complex.re_ofReal_mul, Complex.natCast_re]
  have h := boettcher_wenzel_hermitian hS B
  rw [hcomm, htr] at h
  change _ ≤ _ * hsNormSq B at h
  calc (Fintype.card n : ℝ) * hsNormSq (A * B - B * A)
      ≤ Fintype.card n * (2 * ((A * A).trace.re - 2 * c * A.trace.re
          + c * c * Fintype.card n) * hsNormSq B) := mul_le_mul_of_nonneg_left h hd.le
    _ = _ := by
      rw [← hc]
      ring

/-- If a Hermitian `A` and a nonzero `B` satisfy `‖[A, B]‖² = 2 tr(A²) ‖B‖²` in the Frobenius norm,
then `A` is traceless. -/
theorem trace_eq_zero_of_equality {A B : Matrix n n ℂ} (hA : A.IsHermitian) (hB : B ≠ 0)
    (h : hsNormSq (A * B - B * A) = 2 * (A * A).trace.re * hsNormSq B) : A.trace = 0 := by
  have hpos : 0 < hsNormSq B := by
    by_contra hneg
    apply hB
    ext i j
    have h1 : ‖B i j‖ ^ 2 ≤ ∑ l, ‖B i l‖ ^ 2 :=
      Finset.single_le_sum (f := fun l => ‖B i l‖ ^ 2) (fun l _ => sq_nonneg _)
        (Finset.mem_univ j)
    have h2 : ∑ l, ‖B i l‖ ^ 2 ≤ ∑ k, ∑ l, ‖B k l‖ ^ 2 :=
      Finset.single_le_sum (f := fun k => ∑ l, ‖B k l‖ ^ 2)
        (fun k _ => Finset.sum_nonneg fun l _ => sq_nonneg _) (Finset.mem_univ i)
    rw [hsNormSq_eq_sum] at hneg
    have h3 : ‖B i j‖ ^ 2 = 0 := le_antisymm (by linarith) (sq_nonneg _)
    simpa using h3
  have hv := commutator_le_variance hA B
  rw [h] at hv
  have h4 : A.trace.re ^ 2 * hsNormSq B ≤ 0 := by linarith
  have h5 : A.trace.re ^ 2 = 0 :=
    le_antisymm (nonpos_of_mul_nonpos_left h4 hpos) (sq_nonneg _)
  -- the trace of a Hermitian matrix is real
  have h6 : star A.trace = A.trace := by rw [← Matrix.trace_conjTranspose, hA.eq]
  exact Complex.ext (pow_eq_zero_iff two_ne_zero |>.mp h5) (Complex.conj_eq_iff_im.mp h6)

/-- The Pauli matrix `σx`. -/
def pauliX : Matrix (Fin 2) (Fin 2) ℂ := !![0, 1; 1, 0]

/-- The Pauli matrix `σz`. -/
def pauliZ : Matrix (Fin 2) (Fin 2) ℂ := !![1, 0; 0, -1]

/-- The matrix `σx` is Hermitian, and the squared Frobenius norm of `[σx, σz]` and the product `2
tr(σx²) tr(σz† σz)` both equal 8. -/
theorem pauli_equality : pauliX.IsHermitian ∧
    hsNormSq (pauliX * pauliZ - pauliZ * pauliX) = 8 ∧
    2 * (pauliX * pauliX).trace.re * (pauliZᴴ * pauliZ).trace.re = 8 := by
  have hc : pauliX * pauliZ - pauliZ * pauliX = !![0, -2; 2, 0] := by
    ext i j
    fin_cases i <;> fin_cases j <;>
      norm_num [pauliX, pauliZ, Matrix.mul_apply, Fin.sum_univ_two]
  refine ⟨?_, ?_, ?_⟩
  · ext i j
    fin_cases i <;> fin_cases j <;> simp [pauliX]
  · rw [hc, hsNormSq_eq_sum]
    norm_num [Fin.sum_univ_two]
  · norm_num [pauliX, pauliZ, Matrix.trace_fin_two, Matrix.mul_apply, Fin.sum_univ_two,
      Matrix.conjTranspose_apply]

end

end HermitianCommutatorBound
```

```lean
#print axioms HermitianCommutatorBound.boettcher_wenzel_hermitian
-- 'HermitianCommutatorBound.boettcher_wenzel_hermitian' depends on axioms: [propext, Classical.choice, Quot.sound]
#print axioms HermitianCommutatorBound.trace_eq_zero_of_equality
-- 'HermitianCommutatorBound.trace_eq_zero_of_equality' depends on axioms: [propext, Classical.choice, Quot.sound]
#print axioms HermitianCommutatorBound.pauli_equality
-- 'HermitianCommutatorBound.pauli_equality' depends on axioms: [propext, Classical.choice, Quot.sound]
```

## How the Lean statements and proofs correspond to the matrices

The type `Matrix n n ℂ` holds complex matrices whose rows and columns are labelled by a finite type `n`; the dimension d is `Fintype.card n`. The hypothesis `hA : A.IsHermitian` says that A equals its conjugate transpose, as a Hamiltonian or another observable does. The matrix `B` carries no hypothesis. The symbol `ᴴ` is the dagger, and `.trace.re` is the real part of a trace. Taking the real part loses nothing here, because the traces of M†M, of A² and of A itself are real for Hermitian A.

The theorem `boettcher_wenzel_hermitian` is the main bound, `commutator_le_of_gap` the gap bound and `commutator_le_variance` the shifted one. In the gap bound, `g` is any real number that satisfies the hypothesis `hg`; it need not be the largest squared gap.

The proofs follow the derivation:

- `hsNormSq_eq_sum` turns the trace into a sum over entries, and `hsNormSq_unitary_conj` is the change of basis.
- `eigen_decomposition` takes A = UΛU† from Mathlib's spectral theorem. `hsNormSq_commutator_eq` then computes the commutator entry by entry, with `a i` in the role of λᵢ.
- `commutator_le_of_gap` compares the two double sums term by term with `Finset.sum_le_sum`.
- `trace_sq_eq_sum` expresses tr(A²) through the eigenvalues. The main proof splits into i = j and i ≠ j with `by_cases`. In the second case it compares the sum over `{i, j}` with the full sum, and `nlinarith` finishes with the square of λᵢ + λⱼ.
- `commutator_le_variance` treats dimension zero separately, then subtracts the mean eigenvalue `c` and applies the main bound.
- `trace_eq_zero_of_equality` first shows that a nonzero B has positive norm. The shifted bound then removes the real part of tr A, and Hermiticity removes the imaginary part.
- `pauli_equality` evaluates both sides from the explicit entries.

## Limits for numerical use

The theorems concern exact complex numbers, so a floating-point comparison needs a tolerance. They also concern finite matrices: unbounded operators such as position and momentum are not covered, although their truncated matrices are.

The norm is the Frobenius norm, and the main bound does not carry over to the spectral norm by a change of symbol. In a non-orthogonal atomic-orbital basis with overlap matrix S, the self-consistent-field residual has the form FPS − SPF, which is not the commutator treated here. The matrices must first be transformed to an orthonormal basis.

A vanishing trace is necessary for equality when B ≠ 0, but it is not sufficient: σz and the identity commute, while the right-hand side of the main bound is 8. The file contains neither the time-evolution equation nor the self-consistent-field equations; the uses described above apply its matrix inequalities to them.
